# Two equal spheres at contact: the exposed area has a kink, the union volume a continuous derivative

## Cavity, area and volume

Two atoms in a continuum solvent are represented by balls of equal radius \(R>0\), with centres a distance \(d>0\) apart. The cavity is the union of the balls, and \(V\) is its volume. The exposed area \(A\) is the area of those parts of each sphere that lie outside the other. The overlap depth is
\[ m=\max(0,\,2R-d). \]

The physical question is how the solvent's nonelectrostatic contribution to the force between the atoms behaves as they separate. A simple model energy for this contribution is \(\gamma A+pV\), with two constants: \(\gamma\) is a free energy per area of cavity surface and \(p\) a work per volume of displaced solvent. The force along \(d\) then contains the slopes of \(A\) and \(V\) in \(d\).

## Values and slopes

For \(0<d\le 2R\),
\[ A=4\pi R^2+2\pi R d,\qquad V=\frac{8\pi R^3}{3}-\frac{\pi(2R-d)^2(4R+d)}{12}. \]
For \(d\ge 2R\), \(A=8\pi R^2\) and \(V=8\pi R^3/3\).

At \(d=2R\) the slope of \(A\) drops from \(2\pi R\) to zero, while \(V\) has a continuous derivative for all \(d>0\). For two equal, sharp spheres, a geometry optimisation or dynamics run with a \(\gamma A\) term, \(\gamma\neq0\), therefore meets a force jump at contact; a \(pV\) term causes none.

## Volume from circular slices

Put the centres at \(x=0\) and \(x=d\) on an axis. The slice at \(x\) is a disc of area \(\pi\max(0,\,R^2-x^2,\,R^2-(x-d)^2)\). The first ball gives the larger disc when \(x\le d/2\). Its share of the union thus runs from \(-R\) to \(a=R-m/2\), which is \(d/2\) for overlapping balls and \(R\) for separate ones. By mirror symmetry,
\[ V=2\pi\int_{-R}^{a}(R^2-x^2)\,dx=2\pi\left[R^2(a+R)-\frac{a^3+R^3}{3}\right]=\frac{8\pi R^3}{3}-\frac{\pi}{12}(6Rm^2-m^3). \]
Setting \(m=2R-d\) or \(m=0\) gives the two formulas.

## Area from polar angles

Measure \(\theta\) from the direction of the other centre. A surface point has squared distance
\[ (R\cos\theta-d)^2+R^2\sin^2\theta=R^2+d(d-2R\cos\theta) \]
from that centre, so it is exposed when \(R\cos\theta<d/2\). Up to a single angle, this is \(\theta>\alpha\) with \(R\cos\alpha=R-m/2\). Hence
\[ A=2\int_\alpha^\pi 2\pi R^2\sin\theta\,d\theta=4\pi R^2(1+\cos\alpha)=8\pi R^2-2\pi Rm. \]

## Derivatives through contact

The depth \(m\) has slope \(-1\) in \(d\) before contact and \(0\) after it, which gives the kink in \(A\). The powers \(m^2\) and \(m^3\) have zero slope at contact from both sides, so
\[ \frac{dV}{dd}=\pi\left(Rm-\frac{m^2}{4}\right)=\pi\max\left(0,\,R^2-\frac{d^2}{4}\right). \]
For overlapping spheres this is the area of the disc bounded by their intersection circle.

At fixed \(d\), \(m^2\) and \(m^3\) have \(R\)-derivatives \(4m\) and \(6m^2\), so
\[ \frac{\partial V}{\partial R}=8\pi R^2-\frac{\pi}{12}(6m^2+24Rm-6m^2)=A. \]

## The statement in Lean

Space is `ℝ × ℂ`: the real factor is the axis and the complex factor the perpendicular plane. `cavity` is the union of two open balls, and `cavityVolume` is its Lebesgue measure as a real number. `exposedArea` integrates the area element over those polar angles in \([0,\pi]\) that pass the exposure test, with the mirror factor 2 in its definition. `overlap` is the depth \(m\), not an overlap volume.

`area_and_volume` gives the values on both sides of contact. In `exposedArea_kink`, `Set.Iic` and `Set.Ici` mark the left and right derivatives. `cavityVolume_smooth` gives the volume derivative and its continuity, and `hasDerivAt_volume_radius` the radius derivative. "Smooth" in the first name means only a continuous first derivative: the second derivative of \(V\) in \(d\) jumps from \(-\pi R\) to zero at contact. At \(d=0\) the area formula fails: the spheres coincide, and `exposedArea` is zero.

The step to a real solvent, that the nonelectrostatic part of the solvation energy has the form \(\gamma A+pV\) with constant \(\gamma\) and \(p\), is a physical assumption.

```lean
import Mathlib

open MeasureTheory
open scoped Real Topology

namespace TwoSphereCavity

noncomputable section

/-- The union of two open balls of radius `R` whose centres lie a distance `d` apart on the
first axis; the complex coordinate spans the plane perpendicular to that axis. -/
def cavity (R d : ℝ) : Set (ℝ × ℂ) :=
  {p | p.1 ^ 2 + ‖p.2‖ ^ 2 < R ^ 2} ∪ {p | (p.1 - d) ^ 2 + ‖p.2‖ ^ 2 < R ^ 2}

/-- The volume of the two-sphere cavity. -/
def cavityVolume (R d : ℝ) : ℝ := (volume (cavity R d)).toReal

/-- The exposed area: twice the integral of the spherical area element over those polar angles
at which the surface point of one sphere lies outside the other. -/
def exposedArea (R d : ℝ) : ℝ :=
  2 * ∫ θ in (0 : ℝ)..π,
    if R ^ 2 < (R * Real.cos θ - d) ^ 2 + (R * Real.sin θ) ^ 2
    then 2 * π * R ^ 2 * Real.sin θ else 0

/-- The overlap depth `2R - d` of the two spheres, set to zero when they are separate. -/
def overlap (R d : ℝ) : ℝ := max 0 (2 * R - d)

/-- For every natural number `n`, the function `s ↦ max(0, s)^(n+2)` is differentiable at every real
`t`, with derivative `(n+2) max(0, t)^(n+1)`. -/
theorem hasDerivAt_ramp_pow (n : ℕ) (t : ℝ) :
    HasDerivAt (fun s : ℝ => (max 0 s) ^ (n + 2)) ((n + 2) * (max 0 t) ^ (n + 1)) t := by
  rcases lt_trichotomy t 0 with h | rfl | h
  · have e : (fun s : ℝ => (max 0 s) ^ (n + 2)) =ᶠ[𝓝 t] fun _ => 0 := by
      filter_upwards [Iio_mem_nhds h] with s hs
      simp [max_eq_left (le_of_lt (Set.mem_Iio.mp hs))]
    exact ((hasDerivAt_const t (0 : ℝ)).congr_of_eventuallyEq e).congr_deriv
      (by simp [max_eq_left h.le])
  · -- at the cut-off the two one-sided derivatives both vanish
    have p : HasDerivAt (fun s : ℝ => s ^ (n + 2)) 0 0 :=
      (hasDerivAt_pow (n + 2) (0 : ℝ)).congr_deriv (by simp)
    have l : HasDerivWithinAt (fun s : ℝ => (max 0 s) ^ (n + 2)) 0 (Set.Iic 0) 0 :=
      (hasDerivWithinAt_const (0 : ℝ) (Set.Iic 0) (0 : ℝ)).congr
        (fun s hs => by simp [max_eq_left (Set.mem_Iic.mp hs)]) (by simp)
    have r : HasDerivWithinAt (fun s : ℝ => (max 0 s) ^ (n + 2)) 0 (Set.Ici 0) 0 :=
      p.hasDerivWithinAt.congr
        (fun s hs => by rw [max_eq_right (Set.mem_Ici.mp hs)]) (by simp)
    have u := l.union r
    rw [Set.Iic_union_Ici, hasDerivWithinAt_univ] at u
    exact u.congr_deriv (by simp)
  · have e : (fun s : ℝ => (max 0 s) ^ (n + 2)) =ᶠ[𝓝 t] fun s => s ^ (n + 2) := by
      filter_upwards [Ioi_mem_nhds h] with s hs
      rw [max_eq_right (le_of_lt (Set.mem_Ioi.mp hs))]
    exact ((hasDerivAt_pow (n + 2) t).congr_of_eventuallyEq e).congr_deriv
      (by simp [max_eq_right h.le])

/-- The integral of the squared disc radius `R² - (x - c)²` along the axis. -/
theorem integral_disc (R c a b : ℝ) :
    ∫ x in a..b, (R ^ 2 - (x - c) ^ 2) =
      R ^ 2 * (b - a) - ((b - c) ^ 3 - (a - c) ^ 3) / 3 := by
  have h : ∀ x ∈ Set.uIcc a b, HasDerivAt (fun y : ℝ => R ^ 2 * y - (y - c) ^ 3 / 3)
      (R ^ 2 - (x - c) ^ 2) x := fun x _ =>
    (((hasDerivAt_id' x).const_mul (R ^ 2)).fun_sub
      ((((hasDerivAt_id' x).sub_const c).fun_pow 3).div_const 3)).congr_deriv
      (by norm_num)
  rw [intervalIntegral.integral_eq_sub_of_hasDerivAt h
    ((by fun_prop : Continuous fun x : ℝ => R ^ 2 - (x - c) ^ 2).intervalIntegrable a b)]
  ring

/-- The cavity volume is the integral of the areas of its circular cross-sections. -/
theorem cavityVolume_eq_integral (R d : ℝ) : cavityVolume R d =
    π * ∫ x : ℝ, max 0 (max (R ^ 2 - x ^ 2) (R ^ 2 - (x - d) ^ 2)) := by
  have hmeas : MeasurableSet (cavity R d) :=
    ((isOpen_lt (by fun_prop) (by fun_prop)).union
      (isOpen_lt (by fun_prop) (by fun_prop))).measurableSet
  have hpi : (NNReal.pi : ENNReal) = ENNReal.ofReal π := by
    rw [← NNReal.coe_real_pi, ENNReal.ofReal_coe_nnreal]
  have hc : Continuous fun x : ℝ =>
      π * max 0 (max (R ^ 2 - x ^ 2) (R ^ 2 - (x - d) ^ 2)) :=
    continuous_const.mul (continuous_const.max
      ((by fun_prop : Continuous fun x : ℝ => R ^ 2 - x ^ 2).max (by fun_prop)))
  rw [← integral_const_mul, integral_eq_lintegral_of_nonneg_ae
    (Filter.Eventually.of_forall fun x => mul_nonneg Real.pi_pos.le (le_max_left _ _))
    hc.aestronglyMeasurable, cavityVolume, Measure.volume_eq_prod, Measure.prod_apply hmeas]
  congr 1
  refine lintegral_congr fun x => ?_
  -- each slice is a disc, that of the larger of the two cross-sections
  have hslice : Prod.mk x ⁻¹' cavity R d =
      Metric.ball (0 : ℂ) (Real.sqrt (max (R ^ 2 - x ^ 2) (R ^ 2 - (x - d) ^ 2))) := by
    ext z
    simp only [cavity, Set.mem_preimage, Set.mem_union, Set.mem_ofPred_eq,
      mem_ball_zero_iff, Real.lt_sqrt (norm_nonneg z), lt_max_iff]
    exact or_congr ⟨fun h => by linarith, fun h => by linarith⟩
      ⟨fun h => by linarith, fun h => by linarith⟩
  have hsq : ∀ m : ℝ, Real.sqrt m ^ 2 = max 0 m := fun m => by
    rcases le_total 0 m with h | h
    · rw [Real.sq_sqrt h, max_eq_right h]
    · rw [Real.sqrt_eq_zero_of_nonpos h, max_eq_left h]; norm_num
  rw [hslice, Complex.volume_ball, hpi, ← ENNReal.ofReal_pow (Real.sqrt_nonneg _), hsq,
    ← ENNReal.ofReal_mul (le_max_left _ _), mul_comm]

/-- The cavity volume in terms of the overlap depth, for `R > 0` and `d ≥ 0`. -/
theorem cavityVolume_eq {R d : ℝ} (hR : 0 < R) (hd : 0 ≤ d) : cavityVolume R d =
    8 * π / 3 * R ^ 3 - π / 12 * (6 * R * overlap R d ^ 2 - overlap R d ^ 3) := by
  rw [cavityVolume_eq_integral]
  set f : ℝ → ℝ := fun x => max 0 (max (R ^ 2 - x ^ 2) (R ^ 2 - (x - d) ^ 2)) with hf
  have hc : Continuous f := continuous_const.max
    ((by fun_prop : Continuous fun x : ℝ => R ^ 2 - x ^ 2).max (by fun_prop))
  have hz : ∀ x, R ^ 2 - x ^ 2 ≤ 0 → R ^ 2 - (x - d) ^ 2 ≤ 0 → f x = 0 :=
    fun x h h' => max_eq_left (max_le h h')
  have hs : Function.support f ⊆ Set.Ioc (-R) (d + R) := by
    intro x hx
    by_contra hn
    rw [Set.mem_Ioc, not_and_or, not_lt, not_le] at hn
    apply hx
    rcases hn with h | h <;> apply hz <;> nlinarith
  obtain ⟨m, hm⟩ : ∃ m, m = overlap R d := ⟨_, rfl⟩
  have h0 : 0 ≤ m := hm ▸ le_max_left _ _
  have h1 : 2 * R - d ≤ m := hm ▸ le_max_right _ _
  have h2 : m = 0 ∨ m = 2 * R - d := hm ▸ max_choice _ _
  have h3 : m ≤ 2 * R := by rcases h2 with h | h <;> linarith
  -- left ball's share, gap between separate balls, right ball's share
  have I1 : ∫ x in (-R)..(R - m / 2), f x =
      R ^ 2 * ((R - m / 2) - (-R)) - (((R - m / 2) - 0) ^ 3 - (-R - 0) ^ 3) / 3 := by
    refine (intervalIntegral.integral_congr (g := fun x => R ^ 2 - (x - 0) ^ 2)
      fun x hx => ?_).trans (integral_disc R 0 _ _)
    rw [Set.uIcc_of_le (by linarith)] at hx
    obtain ⟨ha, hb⟩ := hx
    have p := mul_nonneg hd (show 0 ≤ d - 2 * x by linarith)
    have q := mul_nonneg (show 0 ≤ R - x by linarith) (show 0 ≤ R + x by linarith)
    have hle : R ^ 2 - (x - d) ^ 2 ≤ R ^ 2 - x ^ 2 := by nlinarith
    have hpos : 0 ≤ R ^ 2 - x ^ 2 := by nlinarith
    change max 0 (max (R ^ 2 - x ^ 2) (R ^ 2 - (x - d) ^ 2)) = R ^ 2 - (x - 0) ^ 2
    rw [max_eq_left hle, max_eq_right hpos, sub_zero]
  have I2 : ∫ x in (R - m / 2)..(d - (R - m / 2)), f x = 0 := by
    rcases h2 with h | h
    · refine (intervalIntegral.integral_congr (g := fun _ => (0 : ℝ)) fun x hx => ?_).trans
        (by simp)
      rw [Set.uIcc_of_le (by linarith)] at hx
      obtain ⟨ha, hb⟩ := hx
      have hx1 : R ≤ x := by linarith
      have hx2 : R ≤ d - x := by linarith
      apply hz <;> nlinarith
    · rw [show d - (R - m / 2) = R - m / 2 by linarith, intervalIntegral.integral_same]
  have I3 : ∫ x in (d - (R - m / 2))..(d + R), f x =
      R ^ 2 * ((d + R) - (d - (R - m / 2))) -
        (((d + R) - d) ^ 3 - ((d - (R - m / 2)) - d) ^ 3) / 3 := by
    refine (intervalIntegral.integral_congr (g := fun x => R ^ 2 - (x - d) ^ 2)
      fun x hx => ?_).trans (integral_disc R d _ _)
    rw [Set.uIcc_of_le (by linarith)] at hx
    obtain ⟨ha, hb⟩ := hx
    have p := mul_nonneg hd (show 0 ≤ 2 * x - d by linarith)
    have q := mul_nonneg (show 0 ≤ R - (x - d) by linarith)
      (show 0 ≤ R + (x - d) by linarith)
    have hle : R ^ 2 - x ^ 2 ≤ R ^ 2 - (x - d) ^ 2 := by nlinarith
    have hpos : 0 ≤ R ^ 2 - (x - d) ^ 2 := by nlinarith
    change max 0 (max (R ^ 2 - x ^ 2) (R ^ 2 - (x - d) ^ 2)) = R ^ 2 - (x - d) ^ 2
    rw [max_eq_right hle, max_eq_right hpos]
  have J : ∀ a b : ℝ, IntervalIntegrable f volume a b := fun a b =>
    hc.intervalIntegrable a b
  change π * (∫ x, f x) = _
  rw [← hm, ← intervalIntegral.integral_eq_integral_of_support_subset hs,
    ← intervalIntegral.integral_add_adjacent_intervals
      (J (-R) (R - m / 2)) (J (R - m / 2) (d + R)),
    ← intervalIntegral.integral_add_adjacent_intervals
      (J (R - m / 2) (d - (R - m / 2))) (J (d - (R - m / 2)) (d + R)), I1, I2, I3]
  ring

/-- The exposed area in terms of the overlap depth, for `R > 0` and `d > 0`. -/
theorem exposedArea_eq {R d : ℝ} (hR : 0 < R) (hd : 0 < d) :
    exposedArea R d = 8 * π * R ^ 2 - 2 * π * R * overlap R d := by
  obtain ⟨m, hm⟩ : ∃ m, m = overlap R d := ⟨_, rfl⟩
  have h0 : 0 ≤ m := hm ▸ le_max_left _ _
  have h1 : 2 * R - d ≤ m := hm ▸ le_max_right _ _
  have h2 : m = 0 ∨ m = 2 * R - d := hm ▸ max_choice _ _
  have h3 : m ≤ 2 * R := by rcases h2 with h | h <;> linarith
  -- `α` is the polar angle of the circle where overlapping spheres meet, and `0` otherwise
  obtain ⟨α, hα0, hαπ, hα⟩ : ∃ α, 0 ≤ α ∧ α ≤ π ∧ R * Real.cos α = R - m / 2 := by
    refine ⟨Real.arccos ((R - m / 2) / R), Real.arccos_nonneg _, Real.arccos_le_pi _, ?_⟩
    have ha : 0 ≤ (R - m / 2) / R := div_nonneg (by linarith) hR.le
    have hb : (R - m / 2) / R ≤ 1 := (div_le_one hR).mpr (by linarith)
    rw [Real.cos_arccos (by linarith) hb]
    field_simp
  have hset : Set.Ioc 0 π ∩ Set.Ioi α = Set.Ioc α π := by
    ext x
    simp only [Set.mem_inter_iff, Set.mem_Ioc, Set.mem_Ioi]
    exact ⟨fun h => ⟨h.2, h.1.2⟩, fun h => ⟨⟨by linarith [h.1], h.2⟩, h.1⟩⟩
  have hpt : Set.EqOn (fun θ : ℝ =>
      if R ^ 2 < (R * Real.cos θ - d) ^ 2 + (R * Real.sin θ) ^ 2
      then 2 * π * R ^ 2 * Real.sin θ else 0)
      ((Set.Ioi α).indicator fun θ => 2 * π * R ^ 2 * Real.sin θ) (Set.Ioc 0 π) := by
    intro θ hθ
    have key : (R * Real.cos θ - d) ^ 2 + (R * Real.sin θ) ^ 2 =
        R ^ 2 + d * (d - 2 * (R * Real.cos θ)) := by
      linear_combination R ^ 2 * Real.sin_sq_add_cos_sq θ
    beta_reduce
    rw [key]
    by_cases h : α < θ
    · have hcos := mul_lt_mul_of_pos_left
        (Real.cos_lt_cos_of_nonneg_of_le_pi hα0 hθ.2 h) hR
      have hp := mul_pos hd (show 0 < d - 2 * (R * Real.cos θ) by linarith)
      rw [if_pos (by linarith), Set.indicator_of_mem (Set.mem_Ioi.mpr h)]
    · have hcos := mul_le_mul_of_nonneg_left
        (Real.cos_le_cos_of_nonneg_of_le_pi hθ.1.le hαπ (not_lt.mp h)) hR.le
      have hlt := mul_lt_mul_of_pos_left
        (Real.cos_lt_cos_of_nonneg_of_le_pi le_rfl hθ.2 hθ.1) hR
      rw [Real.cos_zero] at hlt
      have hp : 0 ≤ d * (2 * (R * Real.cos θ) - d) :=
        mul_nonneg hd.le (by rcases h2 with h | h <;> linarith)
      rw [if_neg (by linarith), Set.indicator_of_notMem (by simpa using h)]
  rw [exposedArea, intervalIntegral.integral_of_le Real.pi_pos.le,
    setIntegral_congr_fun measurableSet_Ioc hpt, setIntegral_indicator measurableSet_Ioi,
    hset, ← intervalIntegral.integral_of_le hαπ, intervalIntegral.integral_const_mul,
    integral_sin, Real.cos_pi, ← hm]
  linear_combination 4 * π * R * hα

/-- Exposed area and union volume of two spheres of radius `R > 0` at distance `d > 0`,
for overlapping or touching spheres and for touching or separate ones. -/
theorem area_and_volume {R d : ℝ} (hR : 0 < R) (hd : 0 < d) :
    (d ≤ 2 * R → exposedArea R d = 4 * π * R ^ 2 + 2 * π * R * d ∧
      cavityVolume R d =
        8 * π * R ^ 3 / 3 - π * (2 * R - d) ^ 2 * (4 * R + d) / 12) ∧
    (2 * R ≤ d → exposedArea R d = 8 * π * R ^ 2 ∧
      cavityVolume R d = 8 * π * R ^ 3 / 3) := by
  rw [exposedArea_eq hR hd, cavityVolume_eq hR hd.le, overlap]
  refine ⟨fun h => ?_, fun h => ?_⟩
  · rw [max_eq_right (by linarith)]
    constructor <;> ring
  · rw [max_eq_left (by linarith)]
    constructor <;> ring

/-- At contact, `d = 2R` with `R > 0`, the slope of the exposed area as a function of distance
is `2πR` from the left and zero from the right. -/
theorem exposedArea_kink {R : ℝ} (hR : 0 < R) :
    HasDerivWithinAt (exposedArea R) (2 * π * R) (Set.Iic (2 * R)) (2 * R) ∧
    HasDerivWithinAt (exposedArea R) 0 (Set.Ici (2 * R)) (2 * R) := by
  have h2 : 0 < 2 * R := by linarith
  constructor
  · have h : HasDerivAt (fun x : ℝ => 4 * π * R ^ 2 + 2 * π * R * x) (2 * π * R) (2 * R) :=
      (((hasDerivAt_id' (2 * R)).const_mul (2 * π * R)).const_add _).congr_deriv (by ring)
    refine h.hasDerivWithinAt.congr_of_eventuallyEq ?_ ((area_and_volume hR h2).1 le_rfl).1
    filter_upwards [self_mem_nhdsWithin, mem_nhdsWithin_of_mem_nhds (Ioi_mem_nhds h2)]
      with x hx hx0
    exact ((area_and_volume hR hx0).1 hx).1
  · exact (hasDerivWithinAt_const (2 * R) (Set.Ici (2 * R)) (8 * π * R ^ 2)).congr
      (fun x hx => ((area_and_volume hR (h2.trans_le hx)).2 hx).1)
      ((area_and_volume hR h2).2 le_rfl).1

/-- For `R > 0` the union volume is differentiable in the distance at every `d > 0`, with
derivative `π (R² - d²/4)` cut off at zero, and this derivative is continuous. -/
theorem cavityVolume_smooth {R : ℝ} (hR : 0 < R) :
    (∀ d, 0 < d → HasDerivAt (cavityVolume R) (π * max 0 (R ^ 2 - d ^ 2 / 4)) d) ∧
    ContinuousOn (deriv (cavityVolume R)) (Set.Ioi 0) := by
  have main : ∀ d, 0 < d →
      HasDerivAt (cavityVolume R) (π * max 0 (R ^ 2 - d ^ 2 / 4)) d := by
    intro d hd
    have hi := (hasDerivAt_id' d).const_sub (2 * R)
    have h2 : HasDerivAt (fun x => overlap R x ^ 2) (-(2 * overlap R d)) d :=
      ((hasDerivAt_ramp_pow 0 (2 * R - d)).comp d hi).congr_deriv
        (by simp only [overlap]; push_cast; ring)
    have h3 : HasDerivAt (fun x => overlap R x ^ 3) (-(3 * overlap R d ^ 2)) d :=
      ((hasDerivAt_ramp_pow 1 (2 * R - d)).comp d hi).congr_deriv
        (by simp only [overlap]; push_cast; ring)
    have h := (((h2.const_mul (6 * R)).fun_sub h3).const_mul (π / 12)).const_sub
      (8 * π / 3 * R ^ 3)
    refine (h.congr_of_eventuallyEq ?_).congr_deriv ?_
    · filter_upwards [Ioi_mem_nhds hd] with x hx
      exact cavityVolume_eq hR (le_of_lt hx)
    · rw [overlap]
      rcases le_total d (2 * R) with h | h
      · rw [max_eq_right (by linarith), max_eq_right (by nlinarith)]
        ring
      · rw [max_eq_left (by linarith), max_eq_left (by nlinarith)]
        ring
  refine ⟨main, ContinuousOn.congr (f := fun d : ℝ => π * max 0 (R ^ 2 - d ^ 2 / 4))
    ?_ fun d hd => (main d hd).deriv⟩
  exact (continuous_const.mul (continuous_const.max (by fun_prop))).continuousOn

/-- For `R > 0` and `d > 0`, the derivative of the union volume with respect to the common
radius, at fixed distance, is the exposed area. -/
theorem hasDerivAt_volume_radius {R d : ℝ} (hR : 0 < R) (hd : 0 < d) :
    HasDerivAt (fun r => cavityVolume r d) (exposedArea R d) R := by
  have hi := ((hasDerivAt_id' R).const_mul 2).sub_const d
  have h2 : HasDerivAt (fun r => overlap r d ^ 2) (4 * overlap R d) R := by
    have h := (hasDerivAt_ramp_pow 0 (2 * R - d)).comp R hi
    exact h.congr_deriv (by simp only [overlap]; push_cast; ring)
  have h3 : HasDerivAt (fun r => overlap r d ^ 3) (6 * overlap R d ^ 2) R := by
    have h := (hasDerivAt_ramp_pow 1 (2 * R - d)).comp R hi
    exact h.congr_deriv (by simp only [overlap]; push_cast; ring)
  have h0 : HasDerivAt (fun r : ℝ => r ^ 3) (3 * R ^ 2) R := by
    simpa using hasDerivAt_pow 3 R
  have h := (h0.const_mul (8 * π / 3)).fun_sub
    (((((hasDerivAt_id' R).const_mul 6).fun_mul h2).fun_sub h3).const_mul (π / 12))
  refine (h.congr_of_eventuallyEq ?_).congr_deriv ?_
  · filter_upwards [Ioi_mem_nhds hR] with r hr
    exact cavityVolume_eq hr hd.le
  · rw [exposedArea_eq hR hd]
    ring

end

end TwoSphereCavity
```

```lean
#print axioms TwoSphereCavity.exposedArea_kink
#print axioms TwoSphereCavity.cavityVolume_smooth
#print axioms TwoSphereCavity.hasDerivAt_volume_radius
```

```
'TwoSphereCavity.exposedArea_kink' depends on axioms: [propext, Classical.choice, Quot.sound]
'TwoSphereCavity.cavityVolume_smooth' depends on axioms: [propext, Classical.choice, Quot.sound]
'TwoSphereCavity.hasDerivAt_volume_radius' depends on axioms: [propext, Classical.choice, Quot.sound]
```

## From slices and angles to the Lean proof

`cavityVolume_eq_integral` does the slicing: `Measure.prod_apply` is Fubini's step, and `hslice` identifies each slice as a disc. `integral_disc` supplies the antiderivative. `cavityVolume_eq` then splits the axis into `I1`, `I2` and `I3`; the middle interval is the gap between separate balls and has zero length for overlapping ones.

In `exposedArea_eq`, `α` comes from an arccosine and `key` is the squared-distance identity. Monotonicity of the cosine turns the exposure condition into `α < θ`.

`hasDerivAt_ramp_pow` treats \(\max(0,t)^{n+2}\) for negative, zero and positive \(t\), joining two one-sided derivatives at zero. Both volume derivatives follow from it by the chain rule. For the kink, the area is replaced near contact by its linear formula on the left and its constant value on the right.
